# Slonczewski's interface polarization for unequal spin wavenumbers changes sign at $\kappa^2=k_1k_2$

## Waves, weights and units

An electron in a ferromagnetic metal, $x<0$, meets an insulating barrier, $x>0$. Its wavenumber $k$ depends on its spin, because the exchange field splits the bands. The barrier is non-magnetic, so both spins decay in it with the same constant $\kappa$. The question is which spin has the larger density at the interface per unit incident flux, and how the answer depends on the barrier height.

The electrons are non-interacting and move in one dimension, the barrier is infinitely thick, and the effective mass is the same on both sides.

In Lean 4 with Mathlib:

```lean
import Mathlib

namespace SlonczewskiPolarization

noncomputable section
```

In the metal, an incident wave of unit amplitude is accompanied by a reflected wave of complex amplitude $r$:
$$\psi_{\text{metal}}(x)=e^{ikx}+r\,e^{-ikx}.$$

```lean
/-- The wave in the metal: an incident plane wave of unit amplitude and wavenumber `k`,
plus a reflected wave of amplitude `r`. -/
def metalWave (k : ℝ) (r : ℂ) (x : ℝ) : ℂ :=
  Complex.exp (Complex.I * k * x) + r * Complex.exp (-(Complex.I * k) * x)
```

In the barrier only the decaying exponential is kept, with complex amplitude $A$ at the interface:
$$\psi_{\text{barrier}}(x)=A\,e^{-\kappa x}.$$

```lean
/-- The wave in the barrier, of amplitude `A` at the interface and decay constant `κ`. -/
def barrierWave (κ : ℝ) (A : ℂ) (x : ℝ) : ℂ :=
  A * Complex.exp (-(κ : ℂ) * x)
```

The two waves must have equal values and equal slopes at $x=0$. Equal slopes, without a mass ratio, is the condition for equal masses.

```lean
/-- The two waves join smoothly at the interface `x = 0`: values and slopes agree. -/
def Matched (k κ : ℝ) (r A : ℂ) : Prop :=
  metalWave k r 0 = barrierWave κ A 0 ∧
    deriv (metalWave k r) 0 = deriv (barrierWave κ A) 0
```

`Matched k κ r A` states this condition for the wavefunctions themselves. The algebraic equations for $r$ and $A$ are derived from it below.

The incident flux is $\hbar k/m$, where $m$ is the mass, so the interface density per unit incident flux is proportional to
$$w=\frac{|A|^2}{k}.$$
The dropped factor $m/\hbar$ is common to both spins.

```lean
/-- The density at the interface divided by the wavenumber of the incident wave,
for `k ≠ 0`. -/
def interfaceWeight (k : ℝ) (A : ℂ) : ℝ := ‖A‖ ^ 2 / k
```

For spin channels 1 and 2, the polarization is the normalized difference of the weights:
$$P=\frac{w_1-w_2}{w_1+w_2}.$$

```lean
/-- The spin polarization: the difference of the interface weights of the two spin channels
over their sum, for nonzero wavenumbers and a nonzero sum. -/
def polarization (k₁ k₂ : ℝ) (A₁ A₂ : ℂ) : ℝ :=
  (interfaceWeight k₁ A₁ - interfaceWeight k₂ A₂) /
    (interfaceWeight k₁ A₁ + interfaceWeight k₂ A₂)
```

At energy $E$ below a barrier of height $V$, the decay constant is
$$\kappa=\frac{\sqrt{2m(V-E)}}{\hbar}.$$

```lean
/-- The decay constant at energy `E` under a barrier of height `V`, for `E < V` and positive `m` and
`ħ`. -/
def decayConstant (m ħ V E : ℝ) : ℝ := Real.sqrt (2 * m * (V - E)) / ħ
```

Here `ħ` is an ordinary real variable, so any system of units may be used.

## Two linear equations from smooth joining

For any complex $c$, the function $e^{cx}$ has slope $c$ at $x=0$.

```lean
/-- The exponential `exp (c x)` has slope `c` at the interface `x = 0`. -/
lemma hasDerivAt_expWave (c : ℂ) :
    HasDerivAt (fun x : ℝ => Complex.exp (c * (x : ℂ))) c 0 := by
  have h : HasDerivAt (fun z : ℂ => Complex.exp (c * z))
      (Complex.exp (c * ((0 : ℝ) : ℂ)) * (c * 1)) ((0 : ℝ) : ℂ) :=
    ((hasDerivAt_id' _).const_mul c).cexp
  exact h.comp_ofReal.congr_deriv (by simp)
```

The proof differentiates in the complex plane and then restricts to real $x$ with `comp_ofReal`.

With $c=ik$, $c=-ik$ and $c=-\kappa$, the slopes are $ik-ikr$ in the metal and $-\kappa A$ in the barrier. The values are $1+r$ and $A$. Smooth joining is therefore equivalent to
$$1+r=A,\qquad ik(1-r)=-\kappa A.$$

```lean
/-- Smooth joining of the waves amounts to two linear equations for the amplitudes. -/
theorem matched_iff (k κ : ℝ) (r A : ℂ) :
    Matched k κ r A ↔
      1 + r = A ∧ Complex.I * k * (1 - r) = -(κ : ℂ) * A := by
  have hL : HasDerivAt (metalWave k r) (Complex.I * k * (1 - r)) 0 :=
    ((hasDerivAt_expWave (Complex.I * k)).fun_add
      ((hasDerivAt_expWave (-(Complex.I * k))).const_mul r)).congr_deriv (by ring)
  have hR : HasDerivAt (barrierWave κ A) (-(κ : ℂ) * A) 0 :=
    ((hasDerivAt_expWave (-(κ : ℂ))).const_mul A).congr_deriv (by ring)
  have hL0 : metalWave k r 0 = 1 + r := by simp [metalWave]
  have hR0 : barrierWave κ A 0 = A := by simp [barrierWave]
  unfold Matched
  rw [hL.deriv, hR.deriv, hL0, hR0]
```

In the proof, `hL` and `hR` are the two slopes, `hL0` and `hR0` the two values. The equivalence holds for all real $k$ and $\kappa$.

## The amplitudes and total reflection

Solving the equations requires division by $ik-\kappa$. Its real part is $-\kappa$, which is nonzero for $\kappa>0$.

```lean
/-- The denominator of the scattering amplitudes does not vanish for a decaying wave. -/
lemma denominator_ne_zero (k : ℝ) {κ : ℝ} (hκ : 0 < κ) :
    Complex.I * k - (κ : ℂ) ≠ 0 := by
  intro h
  have h' := congrArg Complex.re h
  simp at h'
  linarith
```

Substituting $A=1+r$ into the slope equation gives $ik(1-r)=-\kappa(1+r)$, hence $r(ik-\kappa)=ik+\kappa$ and
$$r=\frac{ik+\kappa}{ik-\kappa},\qquad A=1+r=\frac{2ik}{ik-\kappa}.$$

```lean
/-- For `κ > 0` the matching conditions have exactly one solution for the reflected and
the evanescent amplitude. -/
theorem matched_iff_amplitudes (k : ℝ) {κ : ℝ} (hκ : 0 < κ) (r A : ℂ) :
    Matched k κ r A ↔
      r = (Complex.I * k + κ) / (Complex.I * k - κ) ∧
        A = 2 * Complex.I * k / (Complex.I * k - κ) := by
  have hd := denominator_ne_zero k hκ
  rw [matched_iff, eq_div_iff hd, eq_div_iff hd]
  constructor
  · rintro ⟨h1, h2⟩
    constructor
    · linear_combination -h2 - (κ : ℂ) * h1
    · linear_combination -h2 - Complex.I * k * h1
  · rintro ⟨h1, h2⟩
    have hA : 1 + r = A := by
      apply mul_right_cancel₀ hd
      linear_combination h1 - h2
    exact ⟨hA, by linear_combination -h1 - (κ : ℂ) * hA⟩
```

Because the statement is an equivalence, it says both that these amplitudes solve the matching problem and that no others do. Each `linear_combination` names the multiples of the equations that are added, as in elimination by hand.

Numerator and denominator of $r$ have the same modulus, $\sqrt{k^2+\kappa^2}$, so $|r|=1$: the electron is totally reflected.

```lean
/-- An electron that meets an infinitely thick barrier with `κ > 0` is totally reflected:
the reflected amplitude has modulus one. -/
theorem norm_reflection {k κ : ℝ} {r A : ℂ} (hκ : 0 < κ) (h : Matched k κ r A) :
    ‖r‖ = 1 := by
  have hd := denominator_ne_zero k hκ
  -- numerator and denominator have the same modulus
  have hn : ‖Complex.I * k + (κ : ℂ)‖ = ‖Complex.I * k - (κ : ℂ)‖ := by
    rw [← sq_eq_sq₀ (norm_nonneg _) (norm_nonneg _), Complex.sq_norm, Complex.sq_norm,
      Complex.normSq_apply, Complex.normSq_apply]
    simp
  rw [((matched_iff_amplitudes k hκ r A).1 h).1, norm_div, hn,
    div_self (norm_ne_zero_iff.2 hd)]
```

The equality of moduli is `hn`, obtained by comparing squares.

## The weight of one spin channel

Since $|2ik|^2=4k^2$ and $|ik-\kappa|^2=k^2+\kappa^2$,
$$w(k)=\frac1k\cdot\frac{4k^2}{k^2+\kappa^2}=\frac{4k}{k^2+\kappa^2}>0 .$$

```lean
/-- For `k, κ > 0` and smoothly joined waves, the interface weight is positive and equals
`4k / (k² + κ²)`. -/
theorem interfaceWeight_eq {k κ : ℝ} {r A : ℂ} (hk : 0 < k) (hκ : 0 < κ)
    (h : Matched k κ r A) :
    0 < interfaceWeight k A ∧ interfaceWeight k A = 4 * k / (k ^ 2 + κ ^ 2) := by
  have hn : ‖2 * Complex.I * (k : ℂ)‖ ^ 2 = 4 * k ^ 2 := by
    rw [Complex.sq_norm, Complex.normSq_apply]
    simp
    ring
  have hd : ‖Complex.I * k - (κ : ℂ)‖ ^ 2 = k ^ 2 + κ ^ 2 := by
    rw [Complex.sq_norm, Complex.normSq_apply]
    simp
    ring
  have hw : interfaceWeight k A = 4 * k / (k ^ 2 + κ ^ 2) := by
    unfold interfaceWeight
    rw [((matched_iff_amplitudes k hκ r A).1 h).2, norm_div, div_pow, hn, hd, div_div,
      div_eq_div_iff (by positivity) (by positivity)]
    ring
  exact ⟨by rw [hw]; positivity, hw⟩
```

The facts `hn` and `hd` are the two squared moduli. As a function of $k$, the weight rises up to $k=\kappa$ and falls beyond it, which is why the faster spin need not have the larger weight.

## The polarization of two channels

Over the common denominator $(k_1^2+\kappa^2)(k_2^2+\kappa^2)$, and apart from a factor 4, the difference of the weights has the numerator
$$k_1(k_2^2+\kappa^2)-k_2(k_1^2+\kappa^2)=(k_1-k_2)(\kappa^2-k_1k_2),$$
and the sum has the numerator
$$k_1(k_2^2+\kappa^2)+k_2(k_1^2+\kappa^2)=(k_1+k_2)(\kappa^2+k_1k_2).$$
Dividing the first by the second gives
$$P=\frac{k_1-k_2}{k_1+k_2}\cdot\frac{\kappa^2-k_1k_2}{\kappa^2+k_1k_2}.$$

```lean
/-- Slonczewski's polarization: for two spin channels with wavenumbers `k₁, k₂ > 0` and a common
decay constant `κ > 0`, whose waves join smoothly at the interface, the total weight is positive and
the polarization is `(k₁ - k₂)/(k₁ + k₂)` times the barrier factor `(κ² - k₁k₂)/(κ² + k₁k₂)`. -/
theorem polarization_eq {k₁ k₂ κ : ℝ} {r₁ A₁ r₂ A₂ : ℂ} (h₁ : 0 < k₁) (h₂ : 0 < k₂)
    (hκ : 0 < κ) (m₁ : Matched k₁ κ r₁ A₁) (m₂ : Matched k₂ κ r₂ A₂) :
    0 < interfaceWeight k₁ A₁ + interfaceWeight k₂ A₂ ∧
      polarization k₁ k₂ A₁ A₂ =
        (k₁ - k₂) / (k₁ + k₂) * ((κ ^ 2 - k₁ * k₂) / (κ ^ 2 + k₁ * k₂)) := by
  obtain ⟨p₁, w₁⟩ := interfaceWeight_eq h₁ hκ m₁
  obtain ⟨p₂, w₂⟩ := interfaceWeight_eq h₂ hκ m₂
  refine ⟨add_pos p₁ p₂, ?_⟩
  have hb : k₁ ^ 2 + κ ^ 2 ≠ 0 := by positivity
  have hd : k₂ ^ 2 + κ ^ 2 ≠ 0 := by positivity
  -- difference and sum of the weights over their common denominator
  have hdiff : 4 * k₁ / (k₁ ^ 2 + κ ^ 2) - 4 * k₂ / (k₂ ^ 2 + κ ^ 2) =
      4 * ((k₁ - k₂) * (κ ^ 2 - k₁ * k₂)) / ((k₁ ^ 2 + κ ^ 2) * (k₂ ^ 2 + κ ^ 2)) := by
    rw [div_sub_div _ _ hb hd]
    congr 1
    ring
  have hsum : 4 * k₁ / (k₁ ^ 2 + κ ^ 2) + 4 * k₂ / (k₂ ^ 2 + κ ^ 2) =
      4 * ((k₁ + k₂) * (κ ^ 2 + k₁ * k₂)) / ((k₁ ^ 2 + κ ^ 2) * (k₂ ^ 2 + κ ^ 2)) := by
    rw [div_add_div _ _ hb hd]
    congr 1
    ring
  unfold polarization
  rw [w₁, w₂, hdiff, hsum, div_div_div_cancel_right₀ (mul_ne_zero hb hd),
    div_mul_div_comm, div_eq_div_iff (by positivity) (by positivity)]
  ring
```

The hypotheses `m₁` and `m₂` are the matching conditions of the two channels, not masses. Both contain the same `κ`, which expresses the non-magnetic barrier. The theorem also states that the total weight is positive, so $P$ is a genuine quotient. The intermediate facts `hdiff` and `hsum` are the two factorizations above.

## The sign of the polarization

Let $k_1>k_2>0$, so that channel 1 is the faster spin. Then
$$P=g\,(\kappa^2-k_1k_2),\qquad g=\frac{k_1-k_2}{(k_1+k_2)(\kappa^2+k_1k_2)}>0,$$
and $P$ has the sign of $\kappa^2-k_1k_2$.

```lean
/-- For `k₁ > k₂ > 0` and `κ > 0` the polarization of smoothly joined waves is positive exactly when
`κ² > k₁k₂` and negative exactly when `κ² < k₁k₂`. -/
theorem polarization_sign {k₁ k₂ κ : ℝ} {r₁ A₁ r₂ A₂ : ℂ} (h₂ : 0 < k₂) (h : k₂ < k₁)
    (hκ : 0 < κ) (m₁ : Matched k₁ κ r₁ A₁) (m₂ : Matched k₂ κ r₂ A₂) :
    (0 < polarization k₁ k₂ A₁ A₂ ↔ k₁ * k₂ < κ ^ 2) ∧
      (polarization k₁ k₂ A₁ A₂ < 0 ↔ κ ^ 2 < k₁ * k₂) := by
  have h₁ : 0 < k₁ := h₂.trans h
  have hs : 0 < k₁ - k₂ := sub_pos.2 h
  -- the polarization is a positive factor times `κ² - k₁k₂`
  obtain ⟨g, hg, hP⟩ : ∃ g : ℝ, 0 < g ∧
      polarization k₁ k₂ A₁ A₂ = g * (κ ^ 2 - k₁ * k₂) :=
    ⟨(k₁ - k₂) / (k₁ + k₂) / (κ ^ 2 + k₁ * k₂),
      div_pos (div_pos hs (by positivity)) (by positivity), by
        rw [(polarization_eq h₁ h₂ hκ m₁ m₂).2]
        ring⟩
  rw [hP]
  refine ⟨⟨fun hp => ?_, fun hp => mul_pos hg (sub_pos.2 hp)⟩, ⟨fun hp => ?_, fun hp => ?_⟩⟩
  · by_contra hc
    have := mul_nonneg hg.le (sub_nonneg.2 (not_lt.1 hc))
    linarith
  · by_contra hc
    have := mul_nonneg hg.le (sub_nonneg.2 (not_lt.1 hc))
    linarith
  · have := mul_pos hg (sub_pos.2 hp)
    linarith
```

The proof constructs this `g` and then applies the sign rule for products. Each statement is an equivalence, so $P=0$ exactly at $\kappa^2=k_1k_2$.

With $\kappa^2=2m(V-E)/\hbar^2$, the condition $\kappa^2>k_1k_2$ becomes
$$V>E+\frac{\hbar^2k_1k_2}{2m},$$
and the reversed inequality gives negative $P$. A high barrier favours the faster spin and a low one the slower spin.

```lean
/-- For `k₁ > k₂ > 0`, positive `m` and `ħ`, and energy `E` below the barrier height `V`, the
polarization of smoothly joined waves is positive exactly for `V` above `E + ħ²k₁k₂/(2m)` and
negative exactly for `V` below it. -/
theorem polarization_sign_barrier_height {k₁ k₂ m ħ V E : ℝ} {r₁ A₁ r₂ A₂ : ℂ}
    (h₂ : 0 < k₂) (h : k₂ < k₁) (hm : 0 < m) (hħ : 0 < ħ) (hV : E < V)
    (m₁ : Matched k₁ (decayConstant m ħ V E) r₁ A₁)
    (m₂ : Matched k₂ (decayConstant m ħ V E) r₂ A₂) :
    (0 < polarization k₁ k₂ A₁ A₂ ↔ E + ħ ^ 2 * (k₁ * k₂) / (2 * m) < V) ∧
      (polarization k₁ k₂ A₁ A₂ < 0 ↔ V < E + ħ ^ 2 * (k₁ * k₂) / (2 * m)) := by
  have hp : 0 < 2 * m * (V - E) := mul_pos (by positivity) (sub_pos.2 hV)
  have hκ : 0 < decayConstant m ħ V E := div_pos (Real.sqrt_pos.2 hp) hħ
  have hsq : decayConstant m ħ V E ^ 2 = 2 * m * (V - E) / ħ ^ 2 := by
    rw [decayConstant, div_pow, Real.sq_sqrt hp.le]
  have h2m : 0 < 2 * m := by positivity
  have hħ2 : 0 < ħ ^ 2 := by positivity
  obtain ⟨hpos, hneg⟩ := polarization_sign h₂ h hκ m₁ m₂
  rw [hpos, hneg, hsq, lt_div_iff₀ hħ2, div_lt_iff₀ hħ2, ← lt_sub_iff_add_lt',
    ← sub_lt_iff_lt_add', div_lt_iff₀ h2m, lt_div_iff₀ h2m]
  constructor <;> constructor <;> intro h' <;> linarith
```

The fact `hsq` squares the decay constant, and the remaining lines rearrange the inequality. The wavenumbers are free parameters here: no dispersion relation ties them to $E$, and the threshold compares barriers at fixed $E$, $k_1$ and $k_2$.

## A bound set by the wavenumbers

Because $\kappa^2$ and $k_1k_2$ are both positive,
$$-(\kappa^2+k_1k_2)<\kappa^2-k_1k_2<\kappa^2+k_1k_2 .$$
The barrier factor therefore lies strictly between $-1$ and $1$, and
$$|P|<\frac{k_1-k_2}{k_1+k_2}.$$

```lean
/-- For `k₁ > k₂ > 0` and `κ > 0` the magnitude of the polarization of smoothly joined waves is
strictly below `(k₁ - k₂)/(k₁ + k₂)`. -/
theorem abs_polarization_lt {k₁ k₂ κ : ℝ} {r₁ A₁ r₂ A₂ : ℂ} (h₂ : 0 < k₂) (h : k₂ < k₁)
    (hκ : 0 < κ) (m₁ : Matched k₁ κ r₁ A₁) (m₂ : Matched k₂ κ r₂ A₂) :
    |polarization k₁ k₂ A₁ A₂| < (k₁ - k₂) / (k₁ + k₂) := by
  have h₁ : 0 < k₁ := h₂.trans h
  have hc : 0 < (k₁ - k₂) / (k₁ + k₂) := div_pos (sub_pos.2 h) (add_pos h₁ h₂)
  have hp : 0 < k₁ * k₂ := mul_pos h₁ h₂
  have hκ2 : 0 < κ ^ 2 := by positivity
  have hq : 0 < κ ^ 2 + k₁ * k₂ := add_pos hκ2 hp
  -- the barrier factor lies strictly between -1 and 1
  have hf : |(κ ^ 2 - k₁ * k₂) / (κ ^ 2 + k₁ * k₂)| < 1 := by
    rw [abs_lt, lt_div_iff₀ hq, div_lt_iff₀ hq]
    constructor <;> linarith
  rw [(polarization_eq h₁ h₂ hκ m₁ m₂).2, abs_mul, abs_of_pos hc]
  exact mul_lt_of_lt_one_right hc hf

end

end SlonczewskiPolarization
```

The fact `hf` is the bound on the barrier factor; multiplication by the positive first factor finishes the proof.

```lean
#print axioms SlonczewskiPolarization.norm_reflection
#print axioms SlonczewskiPolarization.polarization_eq
#print axioms SlonczewskiPolarization.polarization_sign_barrier_height
#print axioms SlonczewskiPolarization.abs_polarization_lt
```

```
'SlonczewskiPolarization.norm_reflection' depends on axioms: [propext, Classical.choice, Quot.sound]
'SlonczewskiPolarization.polarization_eq' depends on axioms: [propext, Classical.choice, Quot.sound]
'SlonczewskiPolarization.polarization_sign_barrier_height' depends on axioms: [propext, Classical.choice, Quot.sound]
'SlonczewskiPolarization.abs_polarization_lt' depends on axioms: [propext, Classical.choice, Quot.sound]
```

## From the interface to a tunnel junction

Take $k_1=1.1\ \text{Å}^{-1}$, $k_2=0.4\ \text{Å}^{-1}$ and the free-electron mass, for which $\hbar^2/2m\approx3.81\ \text{eV\,Å}^2$. These wavenumbers are illustrative and describe no particular metal. The first factor of $P$ is $0.7/1.5\approx0.47$, and the sign changes at $V-E\approx3.81\times0.44\approx1.68$ eV.

| $V-E$ | $\kappa^2$ | $P$ |
|---|---|---|
| 1 eV | $0.26\ \text{Å}^{-2}$ | $-0.12$ |
| 3 eV | $0.79\ \text{Å}^{-2}$ | $+0.13$ |

A calculation of tunnelling magnetoresistance uses a barrier of finite thickness $d$. The evanescent wave treated above carries no current, so passing from interface weights to a current is a further step, which the hypotheses do not supply. The usual thick-barrier approximation at normal incidence takes the transmission between electrodes with wavenumbers $k_L$ and $k_R$ as
$$T\approx\frac{16\,k_Lk_R\,\kappa^2}{(k_L^2+\kappa^2)(k_R^2+\kappa^2)}\,e^{-2\kappa d},$$
which is proportional to $w(k_L)\,w(k_R)$. For identical electrodes, the conductance is then proportional to $w_1^2+w_2^2$ when the magnetizations are parallel and to $2w_1w_2$ when they are antiparallel. The difference of these two conductances divided by their sum is $P^2$. In this non-interacting, one-dimensional estimate, the magnetoresistance depends on the barrier as well as on the metal, and it vanishes at the barrier height where $P$ changes sign.
